# The unique origin of smallest quadrupole for neutral point charges with a dipole

For finitely many point charges in R³ with total charge zero and dipole p ≠ 0, exactly one origin minimises the Frobenius norm of the traceless quadrupole Θ(a). It is also the only origin a with Θ(a)p = 0.

## A quadrupole that depends on the origin

A neutral polar molecule has a well-defined dipole, but its quadrupole changes with the origin. For charges qₖ at positions rₖ, put sₖ = rₖ − a and

Θ(a) = Σₖ qₖ (3 sₖsₖᵀ − |sₖ|² I).

The result selects an origin from the charges and their positions alone. This gives neutral point-charge models with a nonzero dipole, such as those of polar molecules in molecular simulation, a definite reference point for quoting quadrupoles. Applying it to a continuous electron density would require replacing the sums by integrals, a step the theorems do not include.

## The statement in Lean

The charges are labelled by a finite type `ι`, with `q : ι → ℝ` and `r : ι → Fin 3 → ℝ`; Cartesian indices run over 0, 1, 2. Squared lengths are written as dot products `⬝ᵥ`, `vecMulVec` is the outer product, and `*ᵥ` applies a matrix to a vector. `frobeniusNorm` is the root of the sum of squared entries. Many texts put a factor ½ in Θ; this halves the norm and leaves the optimal origin unchanged.

The hypotheses of `minimal_quadrupole_origin` are neutrality, `hq`, and a nonzero dipole, `hp`. For every origin `a`, it states two equivalences: `a` is a global minimiser exactly when `a = centre q r`, and Θ(a)p = 0 exactly when `a = centre q r`. Here `centre` is an explicit formula in the charges and positions, derived below; masses do not enter it.

## Moving the origin

Replacing a by a + d replaces sₖ by sₖ − d. Each bracket in Θ becomes

3 sₖsₖᵀ − |sₖ|² I − 3(sₖdᵀ + d sₖᵀ) + 2(sₖ·d) I + 3ddᵀ − |d|² I.

Neutrality removes the last two terms from the sum and gives Σₖ qₖsₖ = p. Hence

Θ(a + d) = Θ(a) − S(d), S(d) = 3(p dᵀ + d pᵀ) − 2(p·d) I.

## Solving for the centre

Applying S(d) to p gives

S(d)p = (p·d)p + 3|p|² d.

Let c be the origin sought, with Θ(c)p = 0, and put v = Θ(0)p. Moving the origin from zero to c gives Θ(c)p = v − S(c)p, so we need S(c)p = v. The dot product with p gives 4|p|²(p·c) = p·v, so

c = [v − (p·v)p/(4|p|²)] / (3|p|²).

Conversely, this c has p·c = p·v/(4|p|²), and substituting it into the formula for S(c)p gives v. Hence Θ(c)p = v − S(c)p = 0.

## Why it is the only minimiser

Since Θ(a) is symmetric and traceless, its entrywise product with S(d) sums to 6 d·Θ(a)p. Also,

‖S(d)‖² = 18(|p|²|d|² + (p·d)²) − 24(p·d)² + 12(p·d)² = 18|p|²|d|² + 6(p·d)².

If Θ(a)p = 0, the cross term vanishes:

‖Θ(a + d)‖² = ‖Θ(a)‖² + 18|p|²|d|² + 6(p·d)².

The increase is positive for d ≠ 0. Thus c is the unique minimiser, and any other solution of Θ(a)p = 0 would be a second one.

## Three charges worked through

Put charges 1, 1, −2 at (1,0,0), (0,1,0), (0,0,0). Then

p = (1,1,0), Θ(0) = diag(1,1,−2), v = (1,1,0).

With |p|² = p·v = 2, the formula gives c = (1/8, 1/8, 0). The squared norm falls from 6 at the zero origin to 9/2 at c.

## A vanishing dipole

Charges 1, −2, 1 at z = −1, 0, 1 are neutral with p = 0. Then S(d) = 0, so Θ is the same about every origin: all origins minimise the norm and satisfy Θ(a)p = 0. Without p ≠ 0, uniqueness fails.

## The complete file

```lean
import Mathlib

open Matrix

namespace QuadrupoleCentre

noncomputable section

variable {ι : Type*} [Fintype ι]

/-- The dipole moment `∑ q_k r_k` of charges `q_k` at positions `r_k`, taken about zero. -/
def dipole (q : ι → ℝ) (r : ι → Fin 3 → ℝ) : Fin 3 → ℝ := ∑ k, q k • r k

/-- The traceless quadrupole `∑ q_k (3 s sᵀ - |s|² I)` about the origin `a`,
with `s = r_k - a`. -/
def quadrupole (q : ι → ℝ) (r : ι → Fin 3 → ℝ) (a : Fin 3 → ℝ) : Matrix (Fin 3) (Fin 3) ℝ :=
  ∑ k, q k • ((3 : ℝ) • vecMulVec (r k - a) (r k - a) - ((r k - a) ⬝ᵥ (r k - a)) • 1)

/-- The Frobenius norm, the square root of the sum of the squared entries. -/
def frobeniusNorm (M : Matrix (Fin 3) (Fin 3) ℝ) : ℝ := √(∑ i, ∑ j, M i j ^ 2)

/-- The matrix `3 (p dᵀ + d pᵀ) - 2 (p · d) I` built from a dipole `p` and a displacement `d`. -/
def dipoleShift (p d : Fin 3 → ℝ) : Matrix (Fin 3) (Fin 3) ℝ :=
  (3 : ℝ) • (vecMulVec p d + vecMulVec d p) - (2 * (p ⬝ᵥ d)) • 1

/-- The displacement `(v - (p · v) p / (4 |p|²)) / (3 |p|²)`, for `p ≠ 0`. -/
def displacement (p v : Fin 3 → ℝ) : Fin 3 → ℝ :=
  (1 / (3 * (p ⬝ᵥ p))) • (v - ((p ⬝ᵥ v) / (4 * (p ⬝ᵥ p))) • p)

/-- The centre of a charge distribution with nonzero dipole `p`: the displacement
computed from `p` and `Θ(0) p`. -/
def centre (q : ι → ℝ) (r : ι → Fin 3 → ℝ) : Fin 3 → ℝ :=
  displacement (dipole q r) (quadrupole q r 0 *ᵥ dipole q r)

/-- The entries of the traceless quadrupole, written out in Cartesian components. -/
theorem quadrupole_apply (q : ι → ℝ) (r : ι → Fin 3 → ℝ) (a : Fin 3 → ℝ) (i j : Fin 3) :
    quadrupole q r a i j = ∑ k, q k * (3 * ((r k i - a i) * (r k j - a j)) -
      ((r k 0 - a 0) ^ 2 + (r k 1 - a 1) ^ 2 + (r k 2 - a 2) ^ 2) *
        (1 : Matrix (Fin 3) (Fin 3) ℝ) i j) := by
  simp only [quadrupole, Matrix.sum_apply, Matrix.smul_apply, Matrix.sub_apply,
    vecMulVec_apply, dotProduct, Fin.sum_univ_three, Pi.sub_apply, smul_eq_mul, pow_two]

/-- The quadrupole about any origin is symmetric and has zero trace. -/
theorem quadrupole_symm_traceless (q : ι → ℝ) (r : ι → Fin 3 → ℝ) (a : Fin 3 → ℝ) :
    (quadrupole q r a).IsSymm ∧ (quadrupole q r a).trace = 0 := by
  constructor
  · apply Matrix.IsSymm.ext
    intro i j
    rw [quadrupole_apply, quadrupole_apply]
    refine Finset.sum_congr rfl fun k _ => ?_
    rw [(Matrix.isSymm_one (n := Fin 3) (α := ℝ)).apply i j]
    ring
  · rw [Matrix.trace_fin_three]
    simp only [quadrupole_apply, Matrix.one_apply_eq, ← Finset.sum_add_distrib]
    exact Finset.sum_eq_zero fun k _ => by ring

/-- For a neutral system, moving the origin by `d` changes the quadrupole by
`-(3 (p dᵀ + d pᵀ) - 2 (p · d) I)`, where `p` is the dipole. -/
theorem quadrupole_add (q : ι → ℝ) (r : ι → Fin 3 → ℝ) (hq : ∑ k, q k = 0)
    (a d : Fin 3 → ℝ) :
    quadrupole q r (a + d) = quadrupole q r a - dipoleShift (dipole q r) d := by
  have hp : ∀ i, dipole q r i = ∑ k, q k * r k i := fun i => by
    simp only [dipole, Finset.sum_apply, Pi.smul_apply, smul_eq_mul]
  ext i j
  rw [Matrix.sub_apply, quadrupole_apply, quadrupole_apply]
  generalize hδ : (1 : Matrix (Fin 3) (Fin 3) ℝ) i j = δ
  -- sort the sum by powers of the positions: quadrupole, dipole and total charge
  have key : ∑ k, q k * (3 * ((r k i - (a + d) i) * (r k j - (a + d) j)) -
      ((r k 0 - (a + d) 0) ^ 2 + (r k 1 - (a + d) 1) ^ 2 + (r k 2 - (a + d) 2) ^ 2) * δ) =
      ∑ k, q k * (3 * ((r k i - a i) * (r k j - a j)) -
        ((r k 0 - a 0) ^ 2 + (r k 1 - a 1) ^ 2 + (r k 2 - a 2) ^ 2) * δ)
      + (∑ k, q k * r k i) * (-3 * d j) + (∑ k, q k * r k j) * (-3 * d i)
      + (∑ k, q k * r k 0) * (2 * d 0 * δ) + (∑ k, q k * r k 1) * (2 * d 1 * δ)
      + (∑ k, q k * r k 2) * (2 * d 2 * δ)
      + (∑ k, q k) * (3 * (a i * d j + d i * a j + d i * d j) -
        δ * (2 * (a 0 * d 0 + a 1 * d 1 + a 2 * d 2) + d 0 ^ 2 + d 1 ^ 2 + d 2 ^ 2)) := by
    simp only [Finset.sum_mul, ← Finset.sum_add_distrib, Pi.add_apply]
    exact Finset.sum_congr rfl fun k _ => by ring
  rw [key, hq]
  simp only [dipoleShift, Matrix.sub_apply, Matrix.smul_apply, Matrix.add_apply,
    vecMulVec_apply, dotProduct, Fin.sum_univ_three, smul_eq_mul, hδ, hp]
  ring

theorem dot_self_pos {v : Fin 3 → ℝ} (hv : v ≠ 0) : 0 < v ⬝ᵥ v :=
  lt_of_le_of_ne (Finset.sum_nonneg fun i _ => mul_self_nonneg (v i))
    fun h => hv (dotProduct_self_eq_zero.mp h.symm)

/-- For a neutral system with nonzero dipole `p`, the quadrupole about the centre
annihilates `p`. -/
theorem quadrupole_centre_mulVec (q : ι → ℝ) (r : ι → Fin 3 → ℝ) (hq : ∑ k, q k = 0)
    (hp : dipole q r ≠ 0) : quadrupole q r (centre q r) *ᵥ dipole q r = 0 := by
  have hpp := (dot_self_pos hp).ne'
  have h := quadrupole_add q r hq 0 (centre q r)
  rw [zero_add] at h
  rw [h, Matrix.sub_mulVec]
  unfold centre
  generalize quadrupole q r 0 *ᵥ dipole q r = v
  generalize dipole q r = p at hpp ⊢
  have hS : ∀ d, dipoleShift p d *ᵥ p = (p ⬝ᵥ d) • p + (3 * (p ⬝ᵥ p)) • d := by
    intro d
    ext i
    fin_cases i <;>
      simp [dipoleShift, Matrix.mulVec, dotProduct, Fin.sum_univ_three, vecMulVec_apply,
        Matrix.one_apply] <;> ring
  -- the dot product of the dipole with the displacement
  have hc : p ⬝ᵥ displacement p v = (p ⬝ᵥ v) / (4 * (p ⬝ᵥ p)) := by
    simp only [displacement, dotProduct_smul, dotProduct_sub, smul_eq_mul]
    field_simp
    ring
  rw [hS, hc]
  ext i
  simp only [displacement, Pi.sub_apply, Pi.add_apply, Pi.smul_apply, smul_eq_mul,
    Pi.zero_apply]
  field_simp
  ring

/-- For a neutral system with dipole `p`, if `Θ(a) p = 0` then
`‖Θ(a + d)‖² = ‖Θ(a)‖² + 18 |p|² |d|² + 6 (p · d)²` for every displacement `d`. -/
theorem frobeniusNorm_sq_add (q : ι → ℝ) (r : ι → Fin 3 → ℝ) (hq : ∑ k, q k = 0)
    (a : Fin 3 → ℝ) (ha : quadrupole q r a *ᵥ dipole q r = 0) (d : Fin 3 → ℝ) :
    frobeniusNorm (quadrupole q r (a + d)) ^ 2 = frobeniusNorm (quadrupole q r a) ^ 2 +
      18 * (dipole q r ⬝ᵥ dipole q r) * (d ⬝ᵥ d) + 6 * (dipole q r ⬝ᵥ d) ^ 2 := by
  obtain ⟨hs, ht⟩ := quadrupole_symm_traceless q r a
  rw [quadrupole_add q r hq]
  generalize quadrupole q r a = M at *
  generalize dipole q r = p at *
  have h10 := hs.apply 0 1
  have h20 := hs.apply 0 2
  have h21 := hs.apply 1 2
  rw [Matrix.trace_fin_three] at ht
  have h22 : M 2 2 = -M 0 0 - M 1 1 := by linarith
  -- the cross term is proportional to `d · M p`
  have hx : d ⬝ᵥ (M *ᵥ p) = 0 := by rw [ha, dotProduct_zero]
  unfold frobeniusNorm
  rw [Real.sq_sqrt (by positivity), Real.sq_sqrt (by positivity)]
  simp only [Matrix.mulVec, dotProduct, Fin.sum_univ_three, h10, h20, h21, h22] at hx
  simp only [dipoleShift, Matrix.sub_apply, Matrix.smul_apply, Matrix.add_apply,
    vecMulVec_apply, dotProduct, Fin.sum_univ_three, smul_eq_mul, Matrix.one_apply,
    Fin.reduceEq, reduceIte, h10, h20, h21, h22]
  linear_combination (-12) * hx

/-- For a neutral system with nonzero dipole `p`, an origin minimises the Frobenius norm of
the traceless quadrupole exactly when it is the centre, and `Θ(a) p = 0` holds exactly when
`a` is the centre. -/
theorem minimal_quadrupole_origin (q : ι → ℝ) (r : ι → Fin 3 → ℝ) (hq : ∑ k, q k = 0)
    (hp : dipole q r ≠ 0) (a : Fin 3 → ℝ) :
    ((∀ b, frobeniusNorm (quadrupole q r a) ≤ frobeniusNorm (quadrupole q r b)) ↔
      a = centre q r) ∧
    (quadrupole q r a *ᵥ dipole q r = 0 ↔ a = centre q r) := by
  have hpp := dot_self_pos hp
  have hc := quadrupole_centre_mulVec q r hq hp
  have hN : ∀ M, 0 ≤ frobeniusNorm M := fun M => Real.sqrt_nonneg _
  -- an origin whose quadrupole annihilates the dipole is a minimiser
  have hmin : ∀ c, quadrupole q r c *ᵥ dipole q r = 0 →
      ∀ b, frobeniusNorm (quadrupole q r c) ≤ frobeniusNorm (quadrupole q r b) := by
    intro c h b
    have e := frobeniusNorm_sq_add q r hq c h (b - c)
    rw [add_sub_cancel] at e
    have hd : 0 ≤ (b - c) ⬝ᵥ (b - c) := Finset.sum_nonneg fun i _ => mul_self_nonneg _
    have h1 := mul_nonneg hpp.le hd
    have h2 := sq_nonneg (dipole q r ⬝ᵥ (b - c))
    by_contra hlt
    nlinarith [hN (quadrupole q r b), hN (quadrupole q r c), not_le.mp hlt]
  -- a minimiser cannot be displaced from the centre
  have huniq : (∀ b, frobeniusNorm (quadrupole q r a) ≤ frobeniusNorm (quadrupole q r b)) →
      a = centre q r := by
    intro h
    by_contra hne
    have e := frobeniusNorm_sq_add q r hq _ hc (a - centre q r)
    rw [add_sub_cancel] at e
    have h1 := mul_pos hpp (dot_self_pos (sub_ne_zero.mpr hne))
    have h2 := sq_nonneg (dipole q r ⬝ᵥ (a - centre q r))
    have h3 := pow_le_pow_left₀ (hN _) (h (centre q r)) 2
    nlinarith
  exact ⟨⟨huniq, fun h => h ▸ hmin _ hc⟩, ⟨fun h => huniq (hmin a h), fun h => h ▸ hc⟩⟩

/-- For a neutral system with nonzero dipole, translating all charges by `t` translates
the centre by `t`. -/
theorem centre_translate (q : ι → ℝ) (r : ι → Fin 3 → ℝ) (hq : ∑ k, q k = 0)
    (hp : dipole q r ≠ 0) (t : Fin 3 → ℝ) :
    centre q (fun k => r k + t) = centre q r + t := by
  have hd : dipole q (fun k => r k + t) = dipole q r := by
    simp only [dipole, smul_add, Finset.sum_add_distrib, ← Finset.sum_smul, hq, zero_smul,
      add_zero]
  have hQ : quadrupole q (fun k => r k + t) (centre q r + t) = quadrupole q r (centre q r) := by
    simp only [quadrupole, add_sub_add_right_eq_sub]
  refine ((minimal_quadrupole_origin q _ hq (by rwa [hd]) _).2.mp ?_).symm
  rw [hd, hQ]
  exact quadrupole_centre_mulVec q r hq hp

/-- For charges `e` and `-e`, with `e ≠ 0`, at distinct points `u` and `v`, the centre is the
midpoint, and the quadrupole about it vanishes. -/
theorem centre_pair (e : ℝ) (he : e ≠ 0) (u v : Fin 3 → ℝ) (huv : u ≠ v) :
    centre ![e, -e] ![u, v] = (1 / 2 : ℝ) • (u + v) ∧
      quadrupole ![e, -e] ![u, v] ((1 / 2 : ℝ) • (u + v)) = 0 := by
  have h0 : quadrupole ![e, -e] ![u, v] ((1 / 2 : ℝ) • (u + v)) = 0 := by
    ext i j
    rw [quadrupole_apply]
    simp only [Fin.sum_univ_two, Matrix.cons_val_zero, Matrix.cons_val_one,
      Pi.smul_apply, Pi.add_apply, smul_eq_mul, Matrix.zero_apply]
    ring
  have hd : dipole ![e, -e] ![u, v] = e • (u - v) := by
    simp only [dipole, Fin.sum_univ_two, Matrix.cons_val_zero, Matrix.cons_val_one]
    module
  have hp : dipole ![e, -e] ![u, v] ≠ 0 := by
    rw [hd]
    exact smul_ne_zero he (sub_ne_zero.mpr huv)
  refine ⟨((minimal_quadrupole_origin _ _ (by simp [Fin.sum_univ_two]) hp _).2.mp ?_).symm, h0⟩
  rw [h0, Matrix.zero_mulVec]

end

end QuadrupoleCentre
```

```lean
#print axioms QuadrupoleCentre.minimal_quadrupole_origin
-- 'QuadrupoleCentre.minimal_quadrupole_origin' depends on axioms: [propext, Classical.choice, Quot.sound]
#print axioms QuadrupoleCentre.centre_translate
-- 'QuadrupoleCentre.centre_translate' depends on axioms: [propext, Classical.choice, Quot.sound]
#print axioms QuadrupoleCentre.centre_pair
-- 'QuadrupoleCentre.centre_pair' depends on axioms: [propext, Classical.choice, Quot.sound]
```

## From the algebra to the proof

`quadrupole_symm_traceless` works entry by entry. `quadrupole_add` proves the shift law; its `key` identity sorts the sum into quadrupole, dipole and total-charge parts, and `hq` removes the last.

In `quadrupole_centre_mulVec`, `hS` is the formula for S(d)p and `hc` is the value of p·c. `frobeniusNorm_sq_add` eliminates entries of Θ by symmetry and zero trace; `linear_combination (-12) * hx` then removes the cross term.

In the main theorem, `hmin` shows that Θ(c)p = 0 makes c a minimiser, and `huniq` uses the strict increase to identify every minimiser with the centre.

Two consequences follow from uniqueness. `centre_translate` shows that the centre moves with the charges. `centre_pair` places it at the midpoint of two opposite nonzero charges at distinct points, where the two quadrupole contributions cancel.
